# Zeeman splittings of a doublet leave the sign of det g undetermined

Q: Suppose I fit a g-tensor to the Zeeman splittings of a doublet, measured in many field directions. The program returns a matrix with a negative determinant, and I report the sign as a finding. What have I done wrong?

A: You have reported something the data do not contain. Started elsewhere, the same fit could return the reversed matrix, with equally good residuals and a positive determinant. More precisely, if g is an invertible real 3×3 matrix, then a real matrix h gives the same splitting as g in every field exactly when h = gO with O orthogonal, and O = −1 is one of the choices.

Q: As matrix algebra I believe it. I doubt that a formal version says anything about a doublet. Where is the physics?

A: It enters through the definitions, so let us start there. The file opens with the library import and a namespace.

```lean
import Mathlib

open Matrix

namespace ZeemanGTensorSign

noncomputable section
```

The magnetic field B is a real vector with three components, and the pseudospin of the doublet feels the effective field b = gᵀB, that is

bⱼ = Σᵢ gᵢⱼ Bᵢ.

The first index of g therefore belongs to the laboratory axes and the second to the pseudospin. This convention decides on which side O appears.

```lean
/-- The effective field `gᵀ B` that the pseudospin of a doublet with g-tensor `g` feels in the
magnetic field `B`. -/
def effField (g : Matrix (Fin 3) (Fin 3) ℝ) (B : Fin 3 → ℝ) : Fin 3 → ℝ := gᵀ *ᵥ B
```

Q: And the Hamiltonian?

A: It is the usual one, linear in the field. Numbering components from 0, as Lean does,

H = (μ/2)(b₀σ_x + b₁σ_y + b₂σ_z).

The constant μ stands for the Bohr magneton in your units of energy and field. The definition writes out the 2×2 complex matrix.

```lean
/-- The Zeeman Hamiltonian `(μ/2) ∑ⱼ bⱼ σⱼ` of a doublet, with `b` the effective field and `σⱼ`
the Pauli matrices. -/
def zeemanHamiltonian (μ : ℝ) (g : Matrix (Fin 3) (Fin 3) ℝ) (B : Fin 3 → ℝ) :
    Matrix (Fin 2) (Fin 2) ℂ :=
  ((μ / 2 : ℝ) : ℂ) •
    !![(effField g B 2 : ℂ), (effField g B 0 : ℂ) - Complex.I * (effField g B 1 : ℂ);
       (effField g B 0 : ℂ) + Complex.I * (effField g B 1 : ℂ), -(effField g B 2 : ℂ)]
```

The splitting is then defined as Δ = μ|b|, with the length written as the square root of b·b.

```lean
/-- The Zeeman splitting: `μ` times the length of the effective field. -/
def zeemanSplitting (μ : ℝ) (g : Matrix (Fin 3) (Fin 3) ℝ) (B : Fin 3 → ℝ) : ℝ :=
  μ * √(effField g B ⬝ᵥ effField g B)
```

Q: That is what bothers me. You have defined the splitting by a formula. A definition can be called "splitting" without being the gap between two levels.

A: That is why the levels are derived from H. The secular determinant is

det(H − E) = ((μ/2)b₂ − E)(−(μ/2)b₂ − E) − (μ/2)²(b₀ − ib₁)(b₀ + ib₁)

= E² − (μ/2)²(b₀² + b₁² + b₂²)

= E² − (Δ/2)².

It vanishes exactly at E = Δ/2 and E = −Δ/2, and the distance between these levels is Δ when μ is positive. The Lean proof first needs b·b ≥ 0, so that squaring the square root returns b·b.

```lean
lemma effField_sq_nonneg (g : Matrix (Fin 3) (Fin 3) ℝ) (B : Fin 3 → ℝ) :
    0 ≤ effField g B ⬝ᵥ effField g B := by
  simp only [dotProduct]
  exact Finset.sum_nonneg fun i _ => mul_self_nonneg _
```

The theorem `zeeman_levels` then says that a real number E has a nonzero complex eigenvector of H exactly when E is one of these two values.

```lean
/-- The energy levels of the Zeeman Hamiltonian are plus and minus half the Zeeman splitting. -/
theorem zeeman_levels (μ : ℝ) (g : Matrix (Fin 3) (Fin 3) ℝ) (B : Fin 3 → ℝ) (E : ℝ) :
    (∃ v : Fin 2 → ℂ, v ≠ 0 ∧ zeemanHamiltonian μ g B *ᵥ v = (E : ℂ) • v) ↔
      E = zeemanSplitting μ g B / 2 ∨ E = -(zeemanSplitting μ g B / 2) := by
  have hΔ : (zeemanSplitting μ g B / 2) ^ 2 =
      (μ / 2) ^ 2 * (effField g B 0 ^ 2 + effField g B 1 ^ 2 + effField g B 2 ^ 2) := by
    have hs := Real.sq_sqrt (effField_sq_nonneg g B)
    have hd : effField g B ⬝ᵥ effField g B =
        effField g B 0 ^ 2 + effField g B 1 ^ 2 + effField g B 2 ^ 2 := by
      simp only [dotProduct, Fin.sum_univ_three]
      ring
    unfold zeemanSplitting
    linear_combination (μ / 2) ^ 2 * hs + (μ / 2) ^ 2 * hd
  -- the secular determinant
  have hM : zeemanHamiltonian μ g B - (E : ℂ) • (1 : Matrix (Fin 2) (Fin 2) ℂ) =
      !![((μ / 2 : ℝ) : ℂ) * (effField g B 2 : ℂ) - E,
         ((μ / 2 : ℝ) : ℂ) * ((effField g B 0 : ℂ) - Complex.I * (effField g B 1 : ℂ));
         ((μ / 2 : ℝ) : ℂ) * ((effField g B 0 : ℂ) + Complex.I * (effField g B 1 : ℂ)),
         ((μ / 2 : ℝ) : ℂ) * (-(effField g B 2 : ℂ)) - E] := by
    ext i j
    fin_cases i <;> fin_cases j <;> simp [zeemanHamiltonian]
  have hdet : (zeemanHamiltonian μ g B - (E : ℂ) • (1 : Matrix (Fin 2) (Fin 2) ℂ)).det =
      ((E ^ 2 - (zeemanSplitting μ g B / 2) ^ 2 : ℝ) : ℂ) := by
    rw [hΔ, hM, Matrix.det_fin_two_of]
    push_cast
    linear_combination ((μ : ℂ) / 2) ^ 2 * (effField g B 1 : ℂ) ^ 2 * Complex.I_sq
  have h1 : (∃ v : Fin 2 → ℂ, v ≠ 0 ∧ zeemanHamiltonian μ g B *ᵥ v = (E : ℂ) • v) ↔
      ∃ v : Fin 2 → ℂ, v ≠ 0 ∧
        (zeemanHamiltonian μ g B - (E : ℂ) • (1 : Matrix (Fin 2) (Fin 2) ℂ)) *ᵥ v = 0 := by
    simp only [Matrix.sub_mulVec, Matrix.smul_mulVec, Matrix.one_mulVec, sub_eq_zero]
  rw [h1, Matrix.exists_mulVec_eq_zero_iff, hdet, Complex.ofReal_eq_zero, sub_eq_zero,
    sq_eq_sq_iff_eq_or_eq_neg]
```

In the proof, `hΔ` computes (Δ/2)², `hM` writes out H − E entry by entry, and `hdet` is the determinant above, with i² = −1 supplied by `Complex.I_sq`. The step `h1` turns the eigenvalue equation into (H − E)v = 0, which has a nonzero solution exactly when the determinant is zero. What remains is E² = (Δ/2)², solved by the two signs.

Q: Good, the splitting is a real gap. How does g gᵀ come in?

A: Through the squared length of the effective field:

|b|² = (gᵀB)ᵀ(gᵀB) = Bᵀ(g gᵀ)B.

The Lean proof is the same regrouping of products.

```lean
/-- The squared length of the effective field is the quadratic form of `g gᵀ` in the magnetic
field. -/
theorem effField_sq (g : Matrix (Fin 3) (Fin 3) ℝ) (B : Fin 3 → ℝ) :
    effField g B ⬝ᵥ effField g B = B ⬝ᵥ (g * gᵀ) *ᵥ B := by
  unfold effField
  rw [← Matrix.mulVec_mulVec, Matrix.dotProduct_mulVec B g, Matrix.mulVec_transpose]
```

So the splittings see g only through the symmetric matrix G = g gᵀ.

Q: That shows that equal products give equal splittings. Could two different products still agree in every field?

A: No, provided μ > 0. Write K = h hᵀ. Equal splittings give equal lengths after division by μ, hence equal squares:

BᵀGB = BᵀKB for every B.

Take B = eᵢ, the unit field along axis i. This gives Gᵢᵢ = Kᵢᵢ. Now take B = eᵢ + eⱼ:

Gᵢᵢ + Gᵢⱼ + Gⱼᵢ + Gⱼⱼ = Kᵢᵢ + Kᵢⱼ + Kⱼᵢ + Kⱼⱼ.

The diagonal terms cancel. Both matrices are symmetric, so 2Gᵢⱼ = 2Kᵢⱼ, and G = K.

```lean
/-- For `μ > 0`, two g-tensors give the same Zeeman splitting in every magnetic field exactly when
the products `g gᵀ` and `h hᵀ` agree. -/
theorem splitting_eq_iff_product_eq {μ : ℝ} (hμ : 0 < μ) (g h : Matrix (Fin 3) (Fin 3) ℝ) :
    (∀ B, zeemanSplitting μ g B = zeemanSplitting μ h B) ↔ g * gᵀ = h * hᵀ := by
  constructor
  · intro hs
    have hq : ∀ B : Fin 3 → ℝ, B ⬝ᵥ (g * gᵀ) *ᵥ B = B ⬝ᵥ (h * hᵀ) *ᵥ B := by
      intro B
      rw [← effField_sq, ← effField_sq]
      exact (Real.sqrt_inj (effField_sq_nonneg g B) (effField_sq_nonneg h B)).mp
        (mul_left_cancel₀ hμ.ne' (hs B))
    have key : ∀ (M : Matrix (Fin 3) (Fin 3) ℝ) (i j : Fin 3),
        (Pi.single i 1 : Fin 3 → ℝ) ⬝ᵥ M *ᵥ (Pi.single j 1 : Fin 3 → ℝ) = M i j := by
      intro M i j
      simp
    have sym : ∀ (M : Matrix (Fin 3) (Fin 3) ℝ) (i j : Fin 3),
        (M * Mᵀ) j i = (M * Mᵀ) i j := by
      intro M i j
      simp only [Matrix.mul_apply, Matrix.transpose_apply]
      exact Finset.sum_congr rfl fun k _ => mul_comm _ _
    -- polarisation: fields along one axis, then along the sum of two axes
    ext i j
    have hi := hq (Pi.single i 1)
    have hj := hq (Pi.single j 1)
    have hij := hq (Pi.single i 1 + Pi.single j 1)
    simp only [Matrix.mulVec_add, add_dotProduct, dotProduct_add, key] at hi hj hij
    linarith [sym g i j, sym h i j]
  · intro e B
    unfold zeemanSplitting
    rw [effField_sq, effField_sq, e]
```

Here `hq` is the equality of the quadratic forms, `key` reads off a matrix entry with two unit vectors, and `sym` is the symmetry of a product M Mᵀ. The three fields give `hi`, `hj` and `hij`, and `linarith` does the subtraction. If μ were zero, every splitting would vanish and the data would say nothing about g. The proof uses μ > 0 only to exclude that case; for negative μ the equivalence would still hold, but μ|b| would be minus the gap.

Q: Now the orthogonal matrix. Do both tensors have to be invertible?

A: No. The proof below asks it only of g. By the polar decomposition the equivalence holds for singular g as well, but that case is not proved here. Set O = g⁻¹h, so that gO = h. If g gᵀ = h hᵀ, then

O Oᵀ = g⁻¹ h hᵀ (g⁻¹)ᵀ = g⁻¹ g gᵀ (g⁻¹)ᵀ = (g⁻¹g)(g⁻¹g)ᵀ = 1.

Conversely, if h = gO with O Oᵀ = 1, then

h hᵀ = g O Oᵀ gᵀ = g gᵀ.

The invertibility of h follows when the products agree, because then (det h)² = (det g)². Physically, det g ≠ 0 says that no nonzero field leaves the doublet unsplit.

```lean
/-- For an invertible g-tensor `g`, the products `g gᵀ` and `h hᵀ` agree exactly when `h = g O`
for an orthogonal matrix `O`. -/
theorem product_eq_iff_orthogonal {g : Matrix (Fin 3) (Fin 3) ℝ} (hg : g.det ≠ 0)
    (h : Matrix (Fin 3) (Fin 3) ℝ) :
    g * gᵀ = h * hᵀ ↔ ∃ O : Matrix (Fin 3) (Fin 3) ℝ, O * Oᵀ = 1 ∧ h = g * O := by
  have hu : IsUnit g.det := isUnit_iff_ne_zero.mpr hg
  constructor
  · intro e
    refine ⟨g⁻¹ * h, ?_, ?_⟩
    · calc g⁻¹ * h * (g⁻¹ * h)ᵀ = g⁻¹ * (h * hᵀ) * (g⁻¹)ᵀ := by
            simp only [Matrix.transpose_mul, Matrix.mul_assoc]
        _ = (g⁻¹ * g) * (g⁻¹ * g)ᵀ := by
            rw [← e]
            simp only [Matrix.transpose_mul, Matrix.mul_assoc]
        _ = 1 := by
            rw [Matrix.nonsing_inv_mul g hu, Matrix.transpose_one, Matrix.mul_one]
    · rw [← Matrix.mul_assoc, Matrix.mul_nonsing_inv g hu, Matrix.one_mul]
  · rintro ⟨O, hO, rfl⟩
    rw [Matrix.transpose_mul, Matrix.mul_assoc, ← Matrix.mul_assoc O, hO, Matrix.one_mul]
```

The `calc` block is the first chain of equalities, and the last line of the proof is the second. Orthogonality is stated as `O * Oᵀ = 1`, which for a square matrix also gives OᵀO = 1.

Q: So the statement about measured splittings is just the two equivalences joined?

A: Yes, and its proof is a single line that chains them.

```lean
/-- For `μ > 0` and an invertible g-tensor `g`, a tensor `h` gives the same Zeeman splitting in
every magnetic field exactly when `h = g O` for an orthogonal matrix `O`. -/
theorem splitting_eq_iff_orthogonal {μ : ℝ} (hμ : 0 < μ) {g : Matrix (Fin 3) (Fin 3) ℝ}
    (hg : g.det ≠ 0) (h : Matrix (Fin 3) (Fin 3) ℝ) :
    (∀ B, zeemanSplitting μ g B = zeemanSplitting μ h B) ↔
      ∃ O : Matrix (Fin 3) (Fin 3) ℝ, O * Oᵀ = 1 ∧ h = g * O :=
  (splitting_eq_iff_product_eq hμ g h).trans (product_eq_iff_orthogonal hg h)
```

In words: for μ > 0 and det g ≠ 0, the tensors that reproduce all the splittings of g are exactly the matrices gO with O orthogonal.

Q: You allow O with determinant −1. Isn't that just another choice of basis for the doublet?

A: No. A unitary change of basis in the two-dimensional space rotates the Pauli matrices by a proper rotation, with determinant +1, and so it leaves det g alone. For invertible g, an improper O reverses the sign of det g, so no single change of basis, used for all fields, turns the new Hamiltonian into the old one, although the gaps agree. The file does not sort the matrices O into these two classes; it needs only one improper example, the reversal O = −1:

(−g)(−g)ᵀ = g gᵀ,

det(−g) = (−1)³ det g = −det g.

```lean
/-- Reversing the g-tensor keeps the product `g gᵀ` and every Zeeman splitting, and changes the
sign of the determinant. -/
theorem reversed_gTensor (μ : ℝ) (g : Matrix (Fin 3) (Fin 3) ℝ) :
    (-g) * (-g)ᵀ = g * gᵀ ∧ zeemanSplitting μ (-g) = zeemanSplitting μ g ∧
      (-g).det = -g.det := by
  have hp : (-g) * (-g)ᵀ = g * gᵀ := by
    rw [Matrix.transpose_neg, neg_mul_neg]
  refine ⟨hp, ?_, ?_⟩
  · funext B
    unfold zeemanSplitting
    rw [effField_sq, effField_sq, hp]
  · rw [Matrix.det_fin_three, Matrix.det_fin_three]
    simp only [Matrix.neg_apply]
    ring
```

The middle part of `reversed_gTensor` is an equality of functions, so it covers all fields at once. It follows from equal products through `effField_sq`. The determinant is expanded for a 3×3 matrix, where the odd dimension produces the minus sign.

Q: A sceptic could still say that some clever analysis of the whole splitting surface recovers the sign.

A: The last theorem addresses that. Let f be any yes-or-no criterion whose input is the entire function B ↦ Δ(B), known without error. It may be as complicated as you like, and it may depend on μ. Suppose f answered "yes" exactly when det g > 0, for every invertible g. For g = 1 the determinant is 1, so f says yes. For g = −1 the input is the same function, so f says yes again, yet the determinant is −1.

```lean
/-- No criterion that uses only the Zeeman splittings, as a function of the magnetic field, decides
for all invertible g-tensors whether the determinant is positive. -/
theorem splittings_do_not_fix_det_sign (μ : ℝ) :
    ¬ ∃ f : ((Fin 3 → ℝ) → ℝ) → Prop, ∀ g : Matrix (Fin 3) (Fin 3) ℝ,
      g.det ≠ 0 → (f (zeemanSplitting μ g) ↔ 0 < g.det) := by
  rintro ⟨f, hf⟩
  -- compare the isotropic tensor 1 with its reverse
  obtain ⟨-, hs, hd⟩ := reversed_gTensor μ 1
  rw [Matrix.det_one] at hd
  have hpos := hf 1 (by rw [Matrix.det_one]; norm_num)
  have hneg := hf (-1) (by rw [hd]; norm_num)
  rw [Matrix.det_one] at hpos
  rw [hs, hd] at hneg
  have hbad : (0 : ℝ) < -1 := hneg.mp (hpos.mpr one_pos)
  linarith

end

end ZeemanGTensorSign
```

In the proof, `hpos` and `hneg` are the supposed property of f at these two tensors. Rewriting with the equality of splittings `hs` makes them speak about the same input, and `hbad` is the resulting absurdity 0 < −1.

```lean
#print axioms ZeemanGTensorSign.zeeman_levels
-- 'ZeemanGTensorSign.zeeman_levels' depends on axioms: [propext, Classical.choice, Quot.sound]
#print axioms ZeemanGTensorSign.splitting_eq_iff_orthogonal
-- 'ZeemanGTensorSign.splitting_eq_iff_orthogonal' depends on axioms: [propext, Classical.choice, Quot.sound]
#print axioms ZeemanGTensorSign.splittings_do_not_fix_det_sign
-- 'ZeemanGTensorSign.splittings_do_not_fix_det_sign' depends on axioms: [propext, Classical.choice, Quot.sound]
```

Q: That excludes a criterion for all tensors. Could the sign be readable for some particular g?

A: Not if −g is also admitted as a candidate, since `reversed_gTensor` gives every invertible g a partner with the same splittings and the opposite sign. Outside information can exclude the partner. If you know that your g is close to 2 times the identity, the determinant is positive, but that knowledge did not come from the splittings.

Q: What about a real molecule? It has more than two levels.

A: The model is an isolated doublet with a Hamiltonian linear in the field and a given real g. Terms quadratic in B, mixing with other levels and hyperfine coupling are absent, and so are transition intensities. An experiment sensitive to any of these lies outside the model, and the theorem does not forbid it from finding the sign. Circularly polarised radiation, for instance, can distinguish the two senses of precession of an isotropic doublet with g = 2 and g = −2.

Q: Where would I meet this in a calculation?

A: In a two-component calculation of a Kramers doublet, treated to first order in the field, you evaluate the Zeeman operator between the two states for a unit field along each axis i. That gives a traceless Hermitian 2×2 matrix Hᵢ, and

gᵢⱼ = tr(Hᵢσⱼ)/μ,

where σ₀, σ₁, σ₂ now stand for σ_x, σ_y, σ_z. A code may then form G = g gᵀ, diagonalise it and take the positive square roots of its eigenvalues as principal g-values. These do not depend on the choice of basis in the doublet, but the sign has gone, because det G = (det g)². If you want it, compute det g from the matrix gᵢⱼ before forming G. When you compare with splittings from experiment, compare G, or the absolute principal values together with their axes.

Q: Does the argument with O = g⁻¹h give anything outside magnetism?

A: It works for real square matrices of any size, and one instance is the orthogonalisation of a basis set. Let S be the overlap matrix of a finite set of real, linearly independent basis functions. A square matrix X orthonormalises them when XᵀSX = 1, which is the same as X Xᵀ = S⁻¹. Two such matrices X and Y therefore satisfy X Xᵀ = Y Yᵀ, and so Y = XO with O orthogonal. Symmetric orthogonalisation and a Cholesky-based one differ by exactly such a factor.

Q: Then my fitted determinant should be reported how?

A: As an absolute value. The splittings fix |det g| = √(det G), and the sign needs a separate source.
